# A real two-site matrix with a real spectrum can violate Cauchy interlacing

The real matrix
\[
\begin{pmatrix} 3 & 1\\ -2 & 0\end{pmatrix}
\]
has the eigenvalues 1 and 2, yet its two diagonal entries, which are the eigenvalues of its one-by-one principal submatrices, are 3 and 0. Both lie outside the interval \([1,2]\). For a Hermitian matrix this is impossible, so a real spectrum is not a substitute for hermiticity. Among real two-site matrices with a real spectrum, the relative sign of the two off-diagonal entries decides whether interlacing survives.

In a non-interacting two-site model, this means that truncating a non-Hermitian effective Hamiltonian to one site can give an energy below the lowest exact eigenvalue, even when all exact eigenvalues are real. The variational bound familiar from Hermitian electronic-structure problems is then lost.

## Sites, hoppings and spectra

Let \(A\) be a real \(2\times 2\) matrix with rows and columns numbered 0 and 1, as in Lean. The diagonal entries \(A_{00}\) and \(A_{11}\) are the site energies, and \(A_{01}\) and \(A_{10}\) are the hopping amplitudes in the two directions. The model is reciprocal if \(A_{01}=A_{10}\).

```lean
import Mathlib

open Matrix

namespace NonreciprocalInterlacing
```

An eigenvalue is a complex number \(z\) for which \(Av=zv\) has a nonzero complex solution \(v\). The entries of \(A\) are real, and `A.map Complex.ofReal` regards them as complex so that \(A\) can act on \(v\). These are right eigenvectors, and no inner product enters.

```lean
/-- A complex number `z` is an eigenvalue of the real matrix `A` if some nonzero complex
vector `v` satisfies `A v = z v`. -/
def IsEigenvalue {n : Type*} [Fintype n] (A : Matrix n n ℝ) (z : ℂ) : Prop :=
  ∃ v : n → ℂ, v ≠ 0 ∧ (A.map Complex.ofReal) *ᵥ v = z • v
```

Let \(l_1\) and \(l_2\) be real numbers. `HasSpectrum A l₁ l₂` says that the set of complex eigenvalues is exactly \(\{l_1,l_2\}\), which rules out any further non-real eigenvalue. The two numbers may coincide, and the definition itself does not count multiplicities.

```lean
/-- The complex eigenvalues of the two-site matrix `A` are exactly the real numbers
`l₁` and `l₂`. -/
def HasSpectrum (A : Matrix (Fin 2) (Fin 2) ℝ) (l₁ l₂ : ℝ) : Prop :=
  ∀ z : ℂ, IsEigenvalue A z ↔ z = l₁ ∨ z = l₂
```

Keeping only site \(i\) gives a genuine \(1\times1\) matrix, the principal submatrix `siteBlock A i`.

```lean
/-- The one-by-one principal submatrix that keeps only site `i`. -/
def siteBlock (A : Matrix (Fin 2) (Fin 2) ℝ) (i : Fin 2) : Matrix (Fin 1) (Fin 1) ℝ :=
  A.submatrix (fun _ => i) (fun _ => i)
```

Interlacing then requires every real eigenvalue \(\mu\) of either block to satisfy \(l_1\le\mu\le l_2\). This is the two-site case of Cauchy's condition; larger matrices and larger blocks are not treated.

```lean
/-- Cauchy interlacing for two sites: every real eigenvalue `μ` of a one-site block satisfies `l₁ ≤
μ` and `μ ≤ l₂`. -/
def Interlaces (A : Matrix (Fin 2) (Fin 2) ℝ) (l₁ l₂ : ℝ) : Prop :=
  ∀ (i : Fin 2) (μ : ℝ), IsEigenvalue (siteBlock A i) μ → l₁ ≤ μ ∧ μ ≤ l₂
```

The last definition is a family of matrices with three real parameters, whose spectrum is the subject of part (h).

```lean
/-- The two-site matrix with first site energy `a`, hopping amplitudes `1` and
`(a - l₁) (l₂ - a)`, and second site energy `l₁ + l₂ - a`. -/
def tunable (a l₁ l₂ : ℝ) : Matrix (Fin 2) (Fin 2) ℝ :=
  !![a, 1; (a - l₁) * (l₂ - a), l₁ + l₂ - a]
```

## (a) From eigenvectors to a determinant

**Task.** For a real square matrix \(A\) of any finite size, show that
\[
z \text{ is an eigenvalue of } A \iff \det(A-z\mathbb 1)=0 .
\]

**Solution.** The equation \(Av=zv\) is the same as \((A-z\mathbb 1)v=0\). A square matrix sends some nonzero vector to zero exactly when it is singular, that is, when its determinant vanishes.

In Lean, `key` is the rearrangement of the eigenvalue equation, and `Matrix.exists_mulVec_eq_zero_iff` supplies the link between a nonzero null vector and a vanishing determinant.

```lean
/-- The eigenvalues are the zeros of the secular determinant. -/
theorem isEigenvalue_iff_det {n : Type*} [Fintype n] [DecidableEq n]
    (A : Matrix n n ℝ) (z : ℂ) :
    IsEigenvalue A z ↔ (A.map Complex.ofReal - z • (1 : Matrix n n ℂ)).det = 0 := by
  have key : ∀ v : n → ℂ, (A.map Complex.ofReal - z • (1 : Matrix n n ℂ)) *ᵥ v
      = (A.map Complex.ofReal) *ᵥ v - z • v := by
    intro v
    rw [Matrix.sub_mulVec, Matrix.smul_mulVec, Matrix.one_mulVec]
  rw [← Matrix.exists_mulVec_eq_zero_iff]
  simp only [key, sub_eq_zero]
  rfl
```

## (b) A single site

**Task.** Show that the block of site \(i\) has exactly one eigenvalue:
\[
z \text{ is an eigenvalue of the block} \iff z=A_{ii}.
\]

**Solution.** The determinant of a \(1\times1\) matrix is its entry. Part (a) gives \(A_{ii}-z=0\).

The step `e` evaluates this determinant. Since the only eigenvalue is real, nothing is lost by letting `Interlaces` range over real \(\mu\).

```lean
/-- The only eigenvalue of a one-site block is the site energy. -/
theorem isEigenvalue_siteBlock (A : Matrix (Fin 2) (Fin 2) ℝ) (i : Fin 2) (z : ℂ) :
    IsEigenvalue (siteBlock A i) z ↔ z = (A i i : ℂ) := by
  have e : ((siteBlock A i).map Complex.ofReal - z • (1 : Matrix (Fin 1) (Fin 1) ℂ)).det
      = (A i i : ℂ) - z := by
    simp [siteBlock]
  rw [isEigenvalue_iff_det, e, sub_eq_zero]
  exact eq_comm
```

## (c) Two coupled sites

**Task.** Show that \(z\) is an eigenvalue of \(A\) if and only if
\[
(A_{00}-z)(A_{11}-z)-A_{01}A_{10}=0 .
\]

**Solution.** By part (a) the condition is
\[
\det\begin{pmatrix}A_{00}-z & A_{01}\\ A_{10} & A_{11}-z\end{pmatrix}=0,
\]
and expanding the determinant gives the claim. The hoppings enter only through their product. The Lean proof follows the same route, with `Matrix.det_fin_two` for the expansion.

```lean
/-- The secular equation of a two-site matrix. -/
theorem isEigenvalue_two_site (A : Matrix (Fin 2) (Fin 2) ℝ) (z : ℂ) :
    IsEigenvalue A z ↔
      ((A 0 0 : ℂ) - z) * ((A 1 1 : ℂ) - z) - (A 0 1 : ℂ) * (A 1 0 : ℂ) = 0 := by
  have e : (A.map Complex.ofReal - z • (1 : Matrix (Fin 2) (Fin 2) ℂ)).det
      = ((A 0 0 : ℂ) - z) * ((A 1 1 : ℂ) - z) - (A 0 1 : ℂ) * (A 1 0 : ℂ) := by
    simp [Matrix.det_fin_two]
  rw [isEigenvalue_iff_det, e]
```

## (d) Site energies relative to the spectrum

**Task.** Suppose the spectrum of \(A\) is \(\{l_1,l_2\}\). Show that
\[
A_{00}+A_{11}=l_1+l_2,\qquad (A_{00}-l_1)(l_2-A_{00})=A_{01}A_{10}.
\]

**Solution.** Write \(T=A_{00}+A_{11}\) and let \(p(z)\) be the left-hand side of the equation in part (c). Replacing \(z\) by \(T-z\) turns \(A_{00}-z\) into \(-(A_{11}-z)\) and \(A_{11}-z\) into \(-(A_{00}-z)\), so \(p(T-z)=p(z)\). Since \(p(l_1)=0\), the number \(T-l_1\) is an eigenvalue too, and it must equal \(l_1\) or \(l_2\).

If \(T-l_1=l_2\), the first relation holds. If \(T-l_1=l_1\), then \(T=2l_1\), and
\[
0=p(l_2)-p(l_1)=l_2^2-l_1^2-T(l_2-l_1)=(l_2-l_1)^2 .
\]
Hence \(l_2=l_1\), and again \(T=l_1+l_2\).

For the second relation, \(p(l_1)=0\) reads \((A_{00}-l_1)(A_{11}-l_1)=A_{01}A_{10}\). The first relation gives \(A_{11}-l_1=l_2-A_{00}\), which is inserted in the second factor.

In the proof below, `h1` and `h2` are \(p(l_1)=0\) and \(p(l_2)=0\), `h3` is the alternative for \(T-l_1\), and `t` is the sum rule. The tactic `linear_combination` checks the algebra, while `exact_mod_cast` carries equations between the real and the complex numbers.

```lean
/-- For a real spectrum `l₁, l₂` the site energies add up to `l₁ + l₂`, and `(A 0 0 - l₁) * (l₂ - A
0 0)` equals the product of the hopping amplitudes. -/
theorem site_energy_relations {A : Matrix (Fin 2) (Fin 2) ℝ} {l₁ l₂ : ℝ}
    (h : HasSpectrum A l₁ l₂) :
    A 0 0 + A 1 1 = l₁ + l₂ ∧ (A 0 0 - l₁) * (l₂ - A 0 0) = A 0 1 * A 1 0 := by
  have h1 : (A 0 0 - l₁) * (A 1 1 - l₁) - A 0 1 * A 1 0 = 0 := by
    have := (isEigenvalue_two_site A l₁).1 ((h l₁).2 (Or.inl rfl))
    exact_mod_cast this
  have h2 : (A 0 0 - l₂) * (A 1 1 - l₂) - A 0 1 * A 1 0 = 0 := by
    have := (isEigenvalue_two_site A l₂).1 ((h l₂).2 (Or.inr rfl))
    exact_mod_cast this
  -- the trace minus `l₁` is again an eigenvalue, which also settles the degenerate case
  have h3 : A 0 0 + A 1 1 - l₁ = l₁ ∨ A 0 0 + A 1 1 - l₁ = l₂ := by
    have e : (A 0 0 - (A 0 0 + A 1 1 - l₁)) * (A 1 1 - (A 0 0 + A 1 1 - l₁))
        - A 0 1 * A 1 0 = 0 := by linear_combination h1
    have := (h ((A 0 0 + A 1 1 - l₁ : ℝ) : ℂ)).1
      ((isEigenvalue_two_site A _).2 (by exact_mod_cast e))
    exact_mod_cast this
  have t : A 0 0 + A 1 1 = l₁ + l₂ := by
    rcases h3 with e | e
    · have s : (l₂ - l₁) ^ 2 = 0 := by linear_combination h2 - h1 + (l₂ - l₁) * e
      have s' : l₂ - l₁ = 0 := (pow_eq_zero_iff two_ne_zero).1 s
      linarith
    · linarith
  exact ⟨t, by linear_combination h1 - (A 0 0 - l₁) * t⟩
```

## (e) Hoppings of opposite sign

**Task.** Let the spectrum again be \(\{l_1,l_2\}\), and let \(A_{01}A_{10}<0\). Show that
\[
(A_{00}<l_1 \text{ and } l_2<A_{11})\quad\text{or}\quad(A_{11}<l_1 \text{ and } l_2<A_{00}).
\]

**Solution.** By part (d) the product \((A_{00}-l_1)(l_2-A_{00})\) is negative, so its factors have opposite signs.

- If \(A_{00}>l_1\) and \(A_{00}>l_2\), then \(A_{11}=l_1+l_2-A_{00}<l_1\). This is the second alternative.
- If \(A_{00}<l_1\) and \(A_{00}<l_2\), then \(A_{11}=l_1+l_2-A_{00}>l_2\). This is the first alternative.

When \(l_1\le l_2\), one site energy therefore lies below the whole spectrum and the other above it. Lean splits the cases with `mul_neg_iff` and leaves the inequalities to `linarith`.

```lean
/-- If the two hopping amplitudes have opposite signs and the spectrum is real, one site energy
lies below an eigenvalue `l₁` and the other above `l₂`. -/
theorem site_energies_outside {A : Matrix (Fin 2) (Fin 2) ℝ} {l₁ l₂ : ℝ}
    (h : HasSpectrum A l₁ l₂) (hop : A 0 1 * A 1 0 < 0) :
    (A 0 0 < l₁ ∧ l₂ < A 1 1) ∨ (A 1 1 < l₁ ∧ l₂ < A 0 0) := by
  obtain ⟨t, p⟩ := site_energy_relations h
  rw [← p] at hop
  rcases mul_neg_iff.1 hop with ⟨_, q⟩ | ⟨q, _⟩
  · right
    constructor <;> linarith
  · left
    constructor <;> linarith
```

## (f) A criterion for interlacing

**Task.** Let the spectrum be \(\{l_1,l_2\}\) with \(l_1\le l_2\). Show that
\[
\text{the one-site blocks interlace}\iff A_{01}A_{10}\ge 0 .
\]

**Solution.** Suppose the blocks interlace. By part (b), \(A_{00}\) lies in \([l_1,l_2]\). A negative hopping product would put it outside, by part (e), so the product is nonnegative.

Conversely, let the product be nonnegative. If \(A_{00}<l_1\), then \(A_{00}-l_1<0\) and \(l_2-A_{00}>0\), so part (d) would make the hopping product negative. If \(A_{00}>l_2\), the two signs are exchanged and the same contradiction follows. Thus \(l_1\le A_{00}\le l_2\). The other site energy, \(A_{11}=l_1+l_2-A_{00}\), is the mirror image of \(A_{00}\) about the midpoint of the interval, so it lies there as well.

Unequal hoppings alone do no harm: amplitudes of the same sign but different size still give interlacing, as does hopping in one direction only.

The facts `lo` and `up` are the lower and upper bounds on \(A_{00}\), each proved by contradiction, and `all` collects the bounds for both sites.

```lean
/-- For a two-site matrix with real spectrum `l₁ ≤ l₂`, Cauchy interlacing holds if and only if
the product of the two hopping amplitudes is nonnegative. -/
theorem interlaces_iff_hopping_nonneg {A : Matrix (Fin 2) (Fin 2) ℝ} {l₁ l₂ : ℝ}
    (hl : l₁ ≤ l₂) (h : HasSpectrum A l₁ l₂) :
    Interlaces A l₁ l₂ ↔ 0 ≤ A 0 1 * A 1 0 := by
  constructor
  · intro hi
    by_contra hneg
    have h0 := hi 0 (A 0 0) ((isEigenvalue_siteBlock A 0 _).2 rfl)
    rcases site_energies_outside h (not_le.1 hneg) with q | q
    · linarith [h0.1, q.1]
    · linarith [h0.2, q.2]
  · intro hop i μ hμ
    obtain ⟨t, p⟩ := site_energy_relations h
    have hm : μ = A i i := by exact_mod_cast (isEigenvalue_siteBlock A i μ).1 hμ
    -- a first site energy outside the interval `[l₁, l₂]` would make the hopping product negative
    have lo : l₁ ≤ A 0 0 := by
      by_contra q
      have := mul_neg_of_neg_of_pos (show A 0 0 - l₁ < 0 by linarith)
        (show 0 < l₂ - A 0 0 by linarith)
      linarith
    have up : A 0 0 ≤ l₂ := by
      by_contra q
      have := mul_neg_of_pos_of_neg (show 0 < A 0 0 - l₁ by linarith)
        (show l₂ - A 0 0 < 0 by linarith)
      linarith
    have all : ∀ j : Fin 2, l₁ ≤ A j j ∧ A j j ≤ l₂ :=
      Fin.forall_fin_two.2 ⟨⟨lo, up⟩, ⟨by linarith, by linarith⟩⟩
    rw [hm]
    exact all i
```

## (g) The reciprocal case

**Task.** Let \(A\) be symmetric with spectrum \(\{l_1,l_2\}\) and \(l_1\le l_2\). Show that both site energies obey
\[
l_1\le A_{ii}\le l_2 \qquad (i=0,1).
\]

**Solution.** Symmetry gives \(A_{01}A_{10}=A_{01}^2\ge0\), and part (f) applies.

The theorem takes the real spectrum as a hypothesis and does not derive it from symmetry. In Lean, `hA.apply 0 1` identifies the two hoppings, and `mul_self_nonneg` says that a square is nonnegative.

```lean
/-- A reciprocal (real symmetric) two-site matrix with spectrum `l₁ ≤ l₂` obeys Cauchy
interlacing. -/
theorem interlaces_of_reciprocal {A : Matrix (Fin 2) (Fin 2) ℝ} {l₁ l₂ : ℝ}
    (hA : A.IsSymm) (hl : l₁ ≤ l₂) (h : HasSpectrum A l₁ l₂) : Interlaces A l₁ l₂ := by
  rw [interlaces_iff_hopping_nonneg hl h, hA.apply 0 1]
  exact mul_self_nonneg _
```

## (h) A chosen site energy with a chosen spectrum

**Task.** Given any real \(a\), \(l_1\) and \(l_2\), find a real two-site matrix with \(A_{00}=a\) and
\[
\det(A-z\mathbb 1)=(z-l_1)(z-l_2).
\]

**Solution.** Part (d) leaves little choice. The second site energy must be \(l_1+l_2-a\), and the hopping product must be \((a-l_1)(l_2-a)\). Setting \(A_{01}=1\) gives
\[
A=\begin{pmatrix} a & 1\\ (a-l_1)(l_2-a) & l_1+l_2-a\end{pmatrix}.
\]
Its secular determinant is
\[
\begin{aligned}
&(a-z)(l_1+l_2-a-z)-(a-l_1)(l_2-a)\\
&\quad= z^2-(l_1+l_2)z+a(l_1+l_2-a)-(a-l_1)(l_2-a)\\
&\quad= z^2-(l_1+l_2)z+l_1l_2=(z-l_1)(z-l_2).
\end{aligned}
\]
Its zeros are exactly \(l_1\) and \(l_2\). A real spectrum by itself therefore puts no bound on a site energy.

This matrix is `tunable a l₁ l₂`, and the theorem states its spectrum and its first site energy. The determinant identity appears inside the proof: the step `e` is the factorisation, proved by `ring`, and `mul_eq_zero` reads off the two roots.

```lean
/-- Any real numbers `l₁, l₂` are the spectrum of a real two-site matrix whose first site
energy is an arbitrarily chosen real number `a`. -/
theorem tunable_spectrum (a l₁ l₂ : ℝ) :
    HasSpectrum (tunable a l₁ l₂) l₁ l₂ ∧ tunable a l₁ l₂ 0 0 = a := by
  refine ⟨?_, rfl⟩
  intro z
  have h00 : tunable a l₁ l₂ 0 0 = a := rfl
  have h01 : tunable a l₁ l₂ 0 1 = 1 := rfl
  have h10 : tunable a l₁ l₂ 1 0 = (a - l₁) * (l₂ - a) := rfl
  have h11 : tunable a l₁ l₂ 1 1 = l₁ + l₂ - a := rfl
  -- the secular polynomial factorises
  have e : ((a : ℂ) - z) * (((l₁ + l₂ - a : ℝ) : ℂ) - z)
      - ((1 : ℝ) : ℂ) * (((a - l₁) * (l₂ - a) : ℝ) : ℂ) = (z - l₁) * (z - l₂) := by
    push_cast
    ring
  rw [isEigenvalue_two_site, h00, h01, h10, h11, e, mul_eq_zero]
  exact or_congr sub_eq_zero sub_eq_zero
```

## (i) The explicit violation

**Task.** For the matrix at the top of the page, verify
\[
\det(A-z\mathbb 1)=z^2-3z+2,
\]
and conclude that its spectrum is \(\{1,2\}\) while neither block has an eigenvalue in \([1,2]\).

**Solution.** The determinant is \((3-z)(0-z)-(1)(-2)=z^2-3z+2=(z-1)(z-2)\), so the eigenvalues are 1 and 2. By part (b) the blocks have the eigenvalues 3 and 0, and \(0<1\le2<3\). The hopping product is \(-2\), in agreement with part (e).

The theorem has four clauses: the full spectrum, the eigenvalue of each block, and the absence of any real block eigenvalue from the closed interval `Set.Icc (1 : ℝ) 2`. For the first clause, Lean recognises the matrix as `tunable 3 1 2` and uses part (h) in place of a fresh determinant. The other clauses follow from part (b), with `fin_cases i` treating the two sites separately at the end.

```lean
/-- The matrix `[[3, 1], [-2, 0]]` has exactly the eigenvalues 1 and 2, its one-site blocks have
the eigenvalues 3 and 0, and no real eigenvalue of either block lies in `[1, 2]`. -/
theorem interlacing_counterexample :
    HasSpectrum !![3, 1; -2, 0] 1 2 ∧
    (∀ z : ℂ, IsEigenvalue (siteBlock !![3, 1; -2, 0] 0) z ↔ z = 3) ∧
    (∀ z : ℂ, IsEigenvalue (siteBlock !![3, 1; -2, 0] 1) z ↔ z = 0) ∧
    ∀ (i : Fin 2) (μ : ℝ), IsEigenvalue (siteBlock !![3, 1; -2, 0] i) μ →
      μ ∉ Set.Icc (1 : ℝ) 2 := by
  refine ⟨?_, fun z => ?_, fun z => ?_, fun i μ h => ?_⟩
  · have e : (!![3, 1; -2, 0] : Matrix (Fin 2) (Fin 2) ℝ) = tunable 3 1 2 := by
      ext i j
      fin_cases i <;> fin_cases j <;> norm_num [tunable]
    rw [e]
    exact (tunable_spectrum 3 1 2).1
  · rw [isEigenvalue_siteBlock]
    simp
  · rw [isEigenvalue_siteBlock]
    simp
  · rw [isEigenvalue_siteBlock] at h
    have hm := Complex.ofReal_injective h
    rw [hm]
    fin_cases i <;> norm_num

end NonreciprocalInterlacing
```

```lean
#print axioms NonreciprocalInterlacing.interlaces_of_reciprocal
#print axioms NonreciprocalInterlacing.interlacing_counterexample
```

```
'NonreciprocalInterlacing.interlaces_of_reciprocal' depends on axioms: [propext, Classical.choice, Quot.sound]
'NonreciprocalInterlacing.interlacing_counterexample' depends on axioms: [propext, Classical.choice, Quot.sound]
```
